# Equal moments in a single-harmonic magnetic structure: circular amplitudes, and a weaker condition at order four

Suppose that neutron diffraction from a magnetic crystal shows satellites at a single pair of propagation vectors $\pm k$. In the simplest model, the magnetic moments are then the real part of one complex amplitude vector multiplied by a phase factor that changes from site to site. A general amplitude gives long moments at some sites and short ones at others. If the magnetic ions are identical and their moments are fully developed, one expects equal lengths, and the question is which amplitudes allow this.

Take one magnetic site per primitive cell and periodic boundary conditions, so that the sites form a finite abelian group $G$, written additively. The phase factor is a character $X$, a complex function on $G$ with $X(0)=1$ and $X(x+y)=X(x)X(y)$. For an amplitude $c\in\mathbb C^3$ with components $c_a$, $a=0,1,2$, the moment at site $x$ and the quantity that decides the question are
$$S(x)=\operatorname{Re}\,(c\,X(x)),\qquad d=\sum_a c_a^2 .$$
There is no complex conjugation in $d$.

- If $X^4$ is not the trivial character, $|S(x)|$ is the same at all sites exactly when $d=0$.
- If $X$ has order four, $|S(x)|$ is the same at all sites exactly when $\operatorname{Re} d=0$.

## The second harmonic in the squared moment

If $G$ has $N$ elements, then $X(x)^N=X(Nx)=X(0)=1$, so $|X(x)|=1$. For any complex $z$ we have $(\operatorname{Re}z)^2=\tfrac12(|z|^2+\operatorname{Re}z^2)$. Setting $z=c_aX(x)$ and summing over $a$ gives
$$|S(x)|^2=\tfrac12\Big(\sum_a|c_a|^2+\operatorname{Re}\big(d\,X(x)^2\big)\Big).$$
Only the last term depends on the site, and at the origin it equals $\operatorname{Re}d$. The moments are therefore equal exactly when
$$\operatorname{Re}\big(d\,X(x)^2\big)=\operatorname{Re}d\quad\text{for all }x.$$
If $X^2$ is trivial, this holds for every amplitude.

**Nontrivial $X^4$.** Choose $x$ with $X(x)^4\ne1$, and write $X(x)^2=p+iq$ and $d=\alpha+i\beta$ with real $p,q,\alpha,\beta$. Here $p^2+q^2=1$. If $q$ were zero, then $p^2=1$ and $X(x)^4=1$, which is excluded; so $q\neq0$, and hence $p\ne1$. The criterion at the sites $x$ and $2x$ reads
$$\alpha p-\beta q=\alpha,\qquad \alpha(p^2-q^2)-2\beta pq=\alpha .$$
Subtracting $2p$ times the first equation from the second gives $-\alpha(p^2+q^2)=\alpha-2p\alpha$, that is, $2\alpha(1-p)=0$. Hence $\alpha=0$. The first equation then reduces to $\beta q=0$, so $\beta=0$. Conversely, $d=0$ satisfies the criterion at once.

**Order four.** Now $X(x)^4=1$ everywhere, so $X(x)^2=\pm1$, and $-1$ occurs because $X^2$ is nontrivial. The criterion becomes $-\operatorname{Re}d=\operatorname{Re}d$, that is, $\operatorname{Re}d=0$.

## Circular and collinear structures

Write $c=u+iv$ with real vectors $u$ and $v$. Then
$$\operatorname{Re}d=|u|^2-|v|^2,\qquad \operatorname{Im}d=2\,u\cdot v .$$
The condition $d=0$ thus says that $u$ and $v$ are perpendicular and equally long, so the moments lie on a circle. At order four only the equal lengths remain.

Suppose that $X^4$ is nontrivial, the moments are equal, and all of them lie along one real vector $n$, so that $S(x)=s(x)\,n$. The origin gives $u=s(0)\,n$. At a site with $\operatorname{Im}X(x)\ne0$, the equation $u\operatorname{Re}X(x)-v\operatorname{Im}X(x)=s(x)\,n$ gives $v=t\,n$ for some real $t$. Then $0=d=(s(0)+it)^2|n|^2$, which forces $c=0$: the structure has no moments at all.

At order four, take $c=(1+i)\,n$. The moments are $(\operatorname{Re}X-\operatorname{Im}X)\,n$, and
$$(\operatorname{Re}X-\operatorname{Im}X)^2=1-\operatorname{Im}X^2=1,$$
so every moment is $n$ or $-n$. The origin carries $n$. If $X(y)^2=-1$, then $X(2y)=-1$ and the site $2y$ carries $-n$.

## Choosing the phase of a refined amplitude

Consider a chain with $X(x)=i^x$ on four sites, and a refinement that returns $c=(0,0,m)$ with a real number $m>0$. Read literally, the moments along the last axis are $m,0,-m,0$. The satellite intensities do not change when $c$ is multiplied by a common phase, whereas $d$ is multiplied by the square of that phase. Here $d=m^2$, and the factor $e^{i\pi/4}$ turns it into $im^2$, with zero real part. The moments become $m/\sqrt2$ times $+,-,-,+$, an equal-moment structure with the same satellites.

On a chain of six sites with $X(x)=e^{i\pi x/3}$, no phase makes this amplitude equal-moment, since $|d|=m^2$ stays fixed. An equal-moment model with this single harmonic needs an amplitude with $d=0$, such as $c=m(1,-i,0)$, which gives $S(x)=m(\cos\tfrac{\pi x}{3},\sin\tfrac{\pi x}{3},0)$. The same choice arises when initial moments are set for a noncollinear electronic-structure calculation in a finite supercell, as long as they follow a single harmonic.

## Sites, moments and the equal-length condition in Lean

The sites are an additive commutative group `G`.

```lean
import Mathlib

open Complex

namespace EqualMomentStructures

noncomputable section

variable {G : Type*} [AddCommGroup G]
```

A character is an `AddChar G ℂ`, which turns addition of sites into multiplication of phases. The moment takes values in `EuclideanSpace ℝ (Fin 3)`, so its norm is the ordinary length of a vector. The definition takes the real part of $cX$ without a factor of two; a convention that adds the $k$ and $-k$ terms with full weight rescales $c$.

```lean
/-- The magnetic moment `S(x) = Re (c X(x))` at site `x`, for a modulation with
character `X` and complex amplitude `c`. -/
def moment (X : AddChar G ℂ) (c : Fin 3 → ℂ) (x : G) : EuclideanSpace ℝ (Fin 3) :=
  WithLp.toLp 2 fun a => (c a * X x).re
```

Equal moments means equal norms at any two sites.

```lean
/-- The moments have the same length at all sites. -/
def EqualMoments (X : AddChar G ℂ) (c : Fin 3 → ℂ) : Prop :=
  ∀ x y, ‖moment X c x‖ = ‖moment X c y‖
```

The number $d$ is called `ampSq c`.

```lean
/-- The sum `d` of the squares (without conjugation) of the amplitude components. -/
def ampSq (c : Fin 3 → ℂ) : ℂ := ∑ a, c a ^ 2
```

From here on `G` is finite, which restricts the model to commensurate modulations. The moments are classical vectors, and higher harmonics and several magnetic sites per cell lie outside the model.

## Phase factors on the unit circle

Finiteness enters through $|X(x)|=1$, written in real and imaginary parts.

```lean
variable [Finite G]

/-- The phase factor of a modulation on a finite group lies on the unit circle. -/
lemma phase_unit (X : AddChar G ℂ) (x : G) :
    (X x).re * (X x).re + (X x).im * (X x).im = 1 := by
  have h := AddChar.norm_apply X x
  rw [← Complex.normSq_apply, Complex.normSq_eq_norm_sq, h, one_pow]
```

The next lemma is the step from $w^2\neq1$ to $\operatorname{Im}w\ne0$ for a number $w$ on the unit circle.

```lean
/-- A number on the unit circle whose square is not one has a nonzero imaginary part. -/
lemma im_ne_zero_of_unit {w : ℂ} (hw : w.re * w.re + w.im * w.im = 1)
    (h : w * w ≠ 1) : w.im ≠ 0 := by
  intro h0
  apply h
  rw [h0] at hw
  apply Complex.ext
  · rw [Complex.mul_re, h0, Complex.one_re]
    linarith
  · rw [Complex.mul_im, h0, Complex.one_im]
    ring
```

Powers of a character are taken pointwise, and `1` is the trivial character. A nontrivial power must therefore differ from one at some site.

```lean
omit [Finite G] in
/-- If a power of the character is nontrivial, some site has a phase factor whose
same power differs from one. -/
lemma exists_phase_pow_ne {X : AddChar G ℂ} {k : ℕ} (h : X ^ k ≠ 1) :
    ∃ x, X x ^ k ≠ 1 := by
  by_contra hn
  push Not at hn
  apply h
  apply DFunLike.ext
  intro x
  rw [AddChar.pow_apply, AddChar.one_apply]
  exact hn x
```

## The equal-moment criterion

The formula for $|S(x)|^2$ is proved by expanding everything in real and imaginary parts. The `linear_combination` step then uses $|X(x)|^2=1$, multiplied by half of $\sum_a|c_a|^2$.

```lean
/-- The squared moment is a uniform part plus a second harmonic with amplitude `d / 2`, where
`d = ampSq c`. -/
theorem norm_sq_moment (X : AddChar G ℂ) (c : Fin 3 → ℂ) (x : G) :
    ‖moment X c x‖ ^ 2 = (∑ a, ‖c a‖ ^ 2 + (ampSq c * X x ^ 2).re) / 2 := by
  have h := phase_unit X x
  rw [EuclideanSpace.norm_sq_eq]
  simp only [moment, ampSq, Fin.sum_univ_three, Real.norm_eq_abs, sq_abs, Complex.sq_norm,
    Complex.normSq_apply]
  simp only [sq, Complex.mul_re, Complex.mul_im, Complex.add_re, Complex.add_im]
  linear_combination (1 / 2) * ((c 0).re ^ 2 + (c 0).im ^ 2 + (c 1).re ^ 2 + (c 1).im ^ 2
    + (c 2).re ^ 2 + (c 2).im ^ 2) * h
```

The forward direction of the criterion compares site `x` with the origin. The reverse direction shows that the squared norms agree and uses that norms are nonnegative.

```lean
/-- Moments are equal exactly when the second harmonic has the same value at every site
as at the origin. -/
theorem equalMoments_iff_harmonic (X : AddChar G ℂ) (c : Fin 3 → ℂ) :
    EqualMoments X c ↔ ∀ x, (ampSq c * X x ^ 2).re = (ampSq c).re := by
  constructor
  · intro h x
    have h1 := norm_sq_moment X c x
    have h2 := norm_sq_moment X c 0
    rw [h x 0] at h1
    rw [AddChar.map_zero_eq_one, one_pow, mul_one] at h2
    linarith
  · intro h x y
    apply (sq_eq_sq₀ (norm_nonneg _) (norm_nonneg _)).1
    rw [norm_sq_moment, norm_sq_moment, h, h]
```

## Nontrivial fourth power

The hypothesis `X ^ 4 ≠ 1` supplies the site $x$. The proof names $X(x)^2$ as `w`, so that `w.re` and `w.im` are $p$ and $q$, while `h1` and `h2` are the criterion at $x$ and $2x$. The fact `ha` is $\alpha=0$, obtained from the same elimination as above divided by two, and `hb` is $\beta q=0$.

```lean
/-- If the fourth power of the character is nontrivial, the moments are equal exactly
when `d = 0`. -/
theorem equalMoments_iff {X : AddChar G ℂ} (hX : X ^ 4 ≠ 1) (c : Fin 3 → ℂ) :
    EqualMoments X c ↔ ampSq c = 0 := by
  rw [equalMoments_iff_harmonic]
  constructor
  · intro h
    obtain ⟨x, hx⟩ := exists_phase_pow_ne hX
    -- compare the sites 0, x and 2x
    have hw := phase_unit (X ^ 2) x
    rw [AddChar.pow_apply] at hw
    have h1 := h x
    have h2 := h (x + x)
    rw [AddChar.map_add_eq_mul, show (X x * X x) ^ 2 = X x ^ 2 * X x ^ 2 by ring] at h2
    rw [show X x ^ 4 = X x ^ 2 * X x ^ 2 by ring] at hx
    generalize X x ^ 2 = w at hw h1 h2 hx
    have hq := im_ne_zero_of_unit hw hx
    have hp : w.re - 1 ≠ 0 := by
      intro h0
      have h3 : w.re = 1 := by linarith
      rw [h3] at hw
      exact hq (mul_self_eq_zero.1 (by linarith))
    simp only [Complex.mul_re, Complex.mul_im] at h1 h2
    have ha : (ampSq c).re = 0 := by
      have h3 : (ampSq c).re * (w.re - 1) = 0 := by
        linear_combination (1 / 2) * h2 - w.re * h1 + (1 / 2) * (ampSq c).re * hw
      exact (mul_eq_zero.1 h3).resolve_right hp
    have hb : (ampSq c).im * w.im = 0 := by
      linear_combination -h1 + (w.re - 1) * ha
    exact Complex.ext ha ((mul_eq_zero.1 hb).resolve_right hq)
  · intro h x
    rw [h, zero_mul]
```

## Order four

The hypothesis `orderOf X = 4` says that four is the smallest positive power that makes `X` trivial. It gives `X ^ 4 = 1` and `X ^ 2 ≠ 1`, hence the two values of $X(x)^2$ and a site where $-1$ occurs.

```lean
omit [Finite G] in
/-- For a character of order four, the squared phase factor is `1` or `-1` at each site,
and `-1` occurs. -/
lemma phase_sq_of_order_four {X : AddChar G ℂ} (hX : orderOf X = 4) :
    (∀ x, X x ^ 2 = 1 ∨ X x ^ 2 = -1) ∧ ∃ x, X x ^ 2 = -1 := by
  have h4 : X ^ 4 = 1 := by rw [← hX]; exact pow_orderOf_eq_one X
  have h2 : X ^ 2 ≠ 1 := by
    intro h
    have hd := orderOf_dvd_of_pow_eq_one h
    rw [hX] at hd
    omega
  have hall : ∀ x, X x ^ 2 = 1 ∨ X x ^ 2 = -1 := by
    intro x
    apply mul_self_eq_one_iff.1
    rw [show X x ^ 2 * X x ^ 2 = X x ^ 4 by ring, ← AddChar.pow_apply, h4,
      AddChar.one_apply]
  obtain ⟨x, hx⟩ := exists_phase_pow_ne h2
  exact ⟨hall, x, (hall x).resolve_left hx⟩
```

That site yields $-\operatorname{Re}d=\operatorname{Re}d$. For the converse, the two possible values are checked in turn.

```lean
/-- For a character of order four, the moments are equal exactly when `Re d = 0`. -/
theorem equalMoments_iff_of_order_four {X : AddChar G ℂ} (hX : orderOf X = 4)
    (c : Fin 3 → ℂ) : EqualMoments X c ↔ (ampSq c).re = 0 := by
  obtain ⟨hall, y, hy⟩ := phase_sq_of_order_four hX
  rw [equalMoments_iff_harmonic]
  constructor
  · intro h
    have h1 := h y
    rw [hy, mul_neg, mul_one, Complex.neg_re] at h1
    linarith
  · intro h x
    rcases hall x with hx | hx
    · rw [hx, mul_one]
    · rw [hx, mul_neg, mul_one, Complex.neg_re, h, neg_zero]
```

## Geometry of the amplitude

The real and imaginary parts of $d$ are written as sums over components, which are $|u|^2-|v|^2$ and $2\,u\cdot v$.

```lean
/-- `Re d` is the difference of the squared lengths of the real and imaginary parts of the
amplitude, and `Im d` is twice their scalar product. -/
theorem ampSq_re_im (c : Fin 3 → ℂ) :
    (ampSq c).re = ∑ a, (c a).re ^ 2 - ∑ a, (c a).im ^ 2 ∧
      (ampSq c).im = 2 * ∑ a, (c a).re * (c a).im := by
  constructor <;>
    simp only [ampSq, Fin.sum_univ_three, sq, Complex.add_re, Complex.add_im,
      Complex.mul_re, Complex.mul_im] <;> ring
```

In the collinear theorem, `hs` says that each moment is a real multiple `s x` of one vector `n`; the multiples may vary freely with the site, and `n` may be zero. The proof finds `t` with $v=t\,n$, writes $c$ as a complex number times `n`, and factors $d=0$. Either the complex factor vanishes, or the sum of the squares of the real components of `n` does; in both cases $c=0$.

```lean
/-- If the fourth power of the character is nontrivial, an equal-moment structure with all
moments along one axis `n` has zero amplitude. -/
theorem collinear_amplitude_zero {X : AddChar G ℂ} (hX : X ^ 4 ≠ 1) {c : Fin 3 → ℂ}
    (hc : EqualMoments X c) (n : Fin 3 → ℝ) (s : G → ℝ)
    (hs : ∀ x a, moment X c x a = s x * n a) : c = 0 := by
  obtain ⟨x, hx⟩ := exists_phase_pow_ne hX
  have hv : (X x).im ≠ 0 := by
    apply im_ne_zero_of_unit (phase_unit X x)
    intro h
    apply hx
    rw [show X x ^ 4 = (X x * X x) ^ 2 by ring, h, one_pow]
  have hre : ∀ a, (c a).re = s 0 * n a := by
    intro a
    have h0 : (c a * X 0).re = s 0 * n a := hs 0 a
    rwa [AddChar.map_zero_eq_one, mul_one] at h0
  -- the imaginary part of the amplitude lies along the same axis
  obtain ⟨t, ht⟩ : ∃ t : ℝ, ∀ a, (c a).im = t * n a := by
    refine ⟨(s 0 * (X x).re - s x) / (X x).im, fun a => ?_⟩
    have h1 : (c a * X x).re = s x * n a := hs x a
    rw [Complex.mul_re] at h1
    rw [div_mul_eq_mul_div, eq_div_iff hv]
    linear_combination (X x).re * hre a - h1
  have hz : ∀ a, c a = (⟨s 0, t⟩ : ℂ) * (n a : ℂ) := by
    intro a
    apply Complex.ext <;> simp [hre, ht]
  have hd := (equalMoments_iff hX c).1 hc
  have hf : (⟨s 0, t⟩ : ℂ) ^ 2 * ∑ a, (n a : ℂ) ^ 2 = 0 := by
    rw [← hd, ampSq, Finset.mul_sum]
    refine Finset.sum_congr rfl fun a _ => ?_
    rw [hz a, mul_pow]
  funext a
  rw [hz a, Pi.zero_apply]
  rcases mul_eq_zero.1 hf with h | h
  · rw [pow_eq_zero_iff two_ne_zero] at h
    rw [h, zero_mul]
  · have hr : ∑ b, n b ^ 2 = 0 := by exact_mod_cast h
    have hn := (Finset.sum_eq_zero_iff_of_nonneg (fun b _ => sq_nonneg (n b))).1 hr a
      (Finset.mem_univ a)
    rw [pow_eq_zero_iff two_ne_zero] at hn
    rw [hn, Complex.ofReal_zero, mul_zero]
```

The last theorem treats the amplitude $(1+i)\,n$ at order four. The auxiliary fact `hm` is the formula $S(x)=(\operatorname{Re}X-\operatorname{Im}X)\,n$, and `h1` says that the scalar factor squares to one. The site with moment $-n$ is `y + y`. For nonzero `n` the structure therefore contains two opposite orientations of equal length.

```lean
/-- For a character of order four, the amplitude `(1 + i) n` with `n` real gives the moment
`n` or `-n` at every site; `n` occurs at the origin and `-n` at some site. -/
theorem collinear_of_order_four {X : AddChar G ℂ} (hX : orderOf X = 4)
    (n : EuclideanSpace ℝ (Fin 3)) :
    (∀ x, moment X (fun a => (1 + I) * (n a : ℂ)) x = n ∨
      moment X (fun a => (1 + I) * (n a : ℂ)) x = -n) ∧
    moment X (fun a => (1 + I) * (n a : ℂ)) 0 = n ∧
    ∃ x, moment X (fun a => (1 + I) * (n a : ℂ)) x = -n := by
  obtain ⟨hall, y, hy⟩ := phase_sq_of_order_four hX
  have hm : ∀ x, moment X (fun a => (1 + I) * (n a : ℂ)) x
      = ((X x).re - (X x).im) • n := by
    intro x
    ext a
    simp [moment]
    ring
  refine ⟨fun x => ?_, ?_, y + y, ?_⟩
  · -- the squared phase factor is real, so the scalar factor squares to one
    have him : (X x ^ 2).im = 0 := by
      rcases hall x with h | h <;> rw [h] <;> simp
    rw [sq, Complex.mul_im] at him
    have h1 : ((X x).re - (X x).im) * ((X x).re - (X x).im) = 1 := by
      linear_combination phase_unit X x - him
    rcases mul_self_eq_one_iff.1 h1 with h | h
    · left
      rw [hm, h, one_smul]
    · right
      rw [hm, h, neg_smul, one_smul]
  · rw [hm, AddChar.map_zero_eq_one, Complex.one_re, Complex.one_im, sub_zero, one_smul]
  · rw [hm, AddChar.map_add_eq_mul, ← sq, hy, Complex.neg_re, Complex.neg_im,
      Complex.one_re, Complex.one_im, neg_zero, sub_zero, neg_smul, one_smul]

end

end EqualMomentStructures
```

```lean
#print axioms EqualMomentStructures.equalMoments_iff_of_order_four
#print axioms EqualMomentStructures.ampSq_re_im
#print axioms EqualMomentStructures.collinear_amplitude_zero
#print axioms EqualMomentStructures.collinear_of_order_four
```

```
'EqualMomentStructures.equalMoments_iff_of_order_four' depends on axioms: [propext, Classical.choice, Quot.sound]
'EqualMomentStructures.ampSq_re_im' depends on axioms: [propext, Classical.choice, Quot.sound]
'EqualMomentStructures.collinear_amplitude_zero' depends on axioms: [propext, Classical.choice, Quot.sound]
'EqualMomentStructures.collinear_of_order_four' depends on axioms: [propext, Classical.choice, Quot.sound]
```
